# Exact downfolding of a gap equation with a linear high-energy response

Let the pair states be split into a low-energy set \(P\) and a high-energy set \(Q\), both finite, and let \(V\) be a real pairing interaction with blocks \(V_{PP}, V_{PQ}, V_{QP}, V_{QQ}\). Write the gap as \(D=(d,e)\), with \(d\) on \(P\) and \(e\) on \(Q\). Let the pair amplitude be \(F(d)\) on \(P\), for an arbitrary function \(F\), and \(W_Q e\) on \(Q\), where \(W_Q\) is diagonal with fixed entries \(w_q>0\). The full gap equation sets \(D\) equal to \(-V\) applied to the pair amplitude, so that positive \(V\) is repulsive. If \(x^{T}V_{QQ}x\ge 0\) for all \(x\), then \(D\mapsto d\) is a bijection from the solutions of the full gap equation to those of

\[
d=-U\,F(d),\qquad U=V_{PP}-V_{PQ}M^{-1}V_{QP},\qquad M=W_Q^{-1}+V_{QQ}.
\]

If \(V\) is also symmetric, \(V_{PP}-U\) is positive semidefinite. The choice \(F(d)=W_Pd\), with \(W_P\) diagonal, gives the linear equation \(D=-VWD\).

In a static mean-field model of superconductivity with finitely many pair states, this allows the gap equation to be solved in the low-energy shell alone. Fixed weights on \(Q\) describe states whose gap is small compared with their distance from the Fermi level. The condition on \(V_{QQ}\) says that the interaction among these states has no attractive channel.

## Eliminating the high-energy amplitude

Put \(\varphi=F(d)\) and \(y=W_Qe\). The two block rows of the gap equation are

\[
d=-(V_{PP}\varphi+V_{PQ}y),\qquad e=-(V_{QP}\varphi+V_{QQ}y).
\]

Since \(e=W_Q^{-1}y\), the second row is \(My=-V_{QP}\varphi\). For \(x\neq0\),

\[
x^{T}Mx=\sum_q \frac{x_q^2}{w_q}+x^{T}V_{QQ}x>0,
\]

so \(Mx=0\) only for \(x=0\), and \(M\) is invertible. Hence \(y=-M^{-1}V_{QP}\varphi\), and the first row becomes \(d=-U\varphi\).

Conversely, given a solution \(d\) of the reduced equation, define \(y\) by this formula and set \(e=W_Q^{-1}y\). Both rows then hold. Because \(e\) is fixed by \(d\), no two full solutions share the same restriction.

## The sign of the correction

Let \(V\) be symmetric, so that \(V_{PQ}=V_{QP}^{T}\) and \(M\) is symmetric. Then \(V_{PP}-U=V_{QP}^{T}M^{-1}V_{QP}\) is symmetric. With \(z=M^{-1}V_{QP}x\),

\[
x^{T}(V_{PP}-U)x=(V_{QP}x)^{T}z=(Mz)^{T}z=z^{T}Mz\ge0.
\]

Eliminating \(Q\) therefore never makes the interaction more repulsive in any channel of \(P\).

## Constant repulsion, with numbers

Let every element of \(V\) be \(\mu\ge0\), except that an attraction \(g\) is subtracted within \(P\). Write \(S=\sum_q w_q\). The equation \(Mz=\mu(1,\dots,1)^T\) is solved by \(z_q=\mu w_q/(1+\mu S)\), because

\[
\frac{z_q}{w_q}+\mu\sum_{q'}z_{q'}=\frac{\mu+\mu^2S}{1+\mu S}=\mu .
\]

Every element of \(U\) is then

\[
\mu-g-\mu\sum_q z_q=\mu-g-\frac{\mu^2S}{1+\mu S}=\frac{\mu}{1+\mu S}-g .
\]

Take one state in each space, with \(\mu=1\), \(g=\tfrac34\) and \(w=1\). The bare element \(V_{PP}=\tfrac14\) is repulsive, while \(U=\tfrac12-\tfrac34=-\tfrac14\) is attractive. The linear reduced equation \(d=\tfrac14W_Pd\) has nonzero solutions when \(W_P=4\). Then \(\varphi=4d\), \(M=2\) and \(e=y=-2d\). Both full rows check: \(-(\tfrac14\cdot4d-2d)=d\) and \(-(4d-2d)=-2d\). The gap changes sign between the two spaces.

## The gap equation and the interaction in Lean

The index type `P ⊕ Q` joins the two spaces; `Sum.inl` marks a state of \(P\) and `Sum.inr` one of \(Q\).

```lean
import Mathlib

open Matrix

namespace DownfoldedPairing

noncomputable section

variable {P Q : Type*} [Fintype Q] [DecidableEq Q]
```

`IsGap V K D` is the equation \(D=-VK(D)\), with the sign convention that positive \(V\) is repulsive.

```lean
/-- The gap equation `D = -V K(D)` for a pairing interaction `V` and a rule `K` that gives the
pair amplitude belonging to a gap. -/
def IsGap {n : Type*} [Fintype n] (V : Matrix n n ℝ) (K : (n → ℝ) → n → ℝ)
    (D : n → ℝ) : Prop :=
  D = -(V *ᵥ K D)
```

The amplitude rule applies `F` to the low-energy gap only. A low-energy amplitude that also depends on \(e\) does not fit this form.

```lean
/-- The pair amplitude on both spaces: an arbitrary function `F` of the low-energy gap on `P`,
and fixed weights `w` times the gap on `Q`. -/
def pairAmplitude (F : (P → ℝ) → P → ℝ) (w : Q → ℝ) (D : P ⊕ Q → ℝ) : P ⊕ Q → ℝ :=
  Sum.elim (F fun p => D (Sum.inl p)) (fun q => w q * D (Sum.inr q))
```

The matrix \(M\) is `kernelQ V w`. The blocks `toBlocks₁₁`, `toBlocks₁₂`, `toBlocks₂₁` and `toBlocks₂₂` are \(V_{PP}\), \(V_{PQ}\), \(V_{QP}\) and \(V_{QQ}\).

```lean
/-- The high-energy kernel `W_Q⁻¹ + V_QQ`, for nonzero weights `w`. -/
def kernelQ (V : Matrix (P ⊕ Q) (P ⊕ Q) ℝ) (w : Q → ℝ) : Matrix Q Q ℝ :=
  diagonal (fun q => (w q)⁻¹) + V.toBlocks₂₂

/-- The downfolded interaction `U = V_PP - V_PQ (W_Q⁻¹ + V_QQ)⁻¹ V_QP`, for nonzero weights and
an invertible high-energy kernel. -/
def downfolded (V : Matrix (P ⊕ Q) (P ⊕ Q) ℝ) (w : Q → ℝ) : Matrix P P ℝ :=
  V.toBlocks₁₁ - V.toBlocks₁₂ * (kernelQ V w)⁻¹ * V.toBlocks₂₁
```

## Invertibility of the high-energy kernel

The hypothesis `hQ` is the condition on the quadratic form of \(V_{QQ}\); it does not require symmetry. The proof writes the diagonal part as \(\sum_q x_q^2/w_q\), which is positive because some component of \(x\) is nonzero, and adds `hQ x`.

```lean
variable {V : Matrix (P ⊕ Q) (P ⊕ Q) ℝ} {w : Q → ℝ}

/-- For positive weights and a nonnegative quadratic form of `V_QQ`, the high-energy kernel has a
strictly positive quadratic form. -/
theorem kernelQ_pos (hw : ∀ q, 0 < w q) (hQ : ∀ x : Q → ℝ, 0 ≤ x ⬝ᵥ V.toBlocks₂₂ *ᵥ x)
    {x : Q → ℝ} (hx : x ≠ 0) : 0 < x ⬝ᵥ kernelQ V w *ᵥ x := by
  have h : x ⬝ᵥ diagonal (fun q => (w q)⁻¹) *ᵥ x = ∑ q, (w q)⁻¹ * x q ^ 2 := by
    simp only [dotProduct, mulVec_diagonal]
    exact Finset.sum_congr rfl fun q _ => by ring
  obtain ⟨q, hq⟩ := Function.ne_iff.mp hx
  have hpos : 0 < ∑ q, (w q)⁻¹ * x q ^ 2 := by
    refine Finset.sum_pos' (fun i _ => ?_) ⟨q, Finset.mem_univ q, ?_⟩
    · have := hw i
      positivity
    · have h1 : x q ≠ 0 := hq
      have := hw q
      positivity
  rw [kernelQ, add_mulVec, dotProduct_add, h]
  linarith [hQ x]
```

A vanishing determinant would supply a nonzero `v` with \(Mv=0\), contradicting the strict positivity.

```lean
/-- For positive weights and a nonnegative quadratic form of `V_QQ`, the high-energy kernel is
invertible. -/
theorem kernelQ_det (hw : ∀ q, 0 < w q) (hQ : ∀ x : Q → ℝ, 0 ≤ x ⬝ᵥ V.toBlocks₂₂ *ᵥ x) :
    IsUnit (kernelQ V w).det := by
  rw [isUnit_iff_ne_zero]
  intro h
  obtain ⟨v, hv, h0⟩ := Matrix.exists_mulVec_eq_zero_iff.mpr h
  have := kernelQ_pos hw hQ hv
  rw [h0, dotProduct_zero] at this
  exact lt_irrefl _ this
```

## Equivalence of the two equations

The next theorem states the elimination as an equivalence: the full equation holds exactly when \(d\) solves the reduced one and \(y=-M^{-1}V_{QP}F(d)\). In its proof, `rowP` and `rowQ` are the block rows, `hM` uses \(W_Q^{-1}y=e\), and `hU` expands \(U\varphi\). The forward direction multiplies \(My=-V_{QP}\varphi\) by \(M^{-1}\); the backward direction multiplies by \(M\).

```lean
/-- For positive weights and a nonnegative quadratic form of `V_QQ`, the full gap equation holds
exactly when the low-energy gap solves the downfolded one and the high-energy amplitude is
`-(W_Q⁻¹ + V_QQ)⁻¹ V_QP` applied to the low-energy amplitude. -/
theorem gap_iff [Fintype P] (hw : ∀ q, 0 < w q) (hQ : ∀ x : Q → ℝ, 0 ≤ x ⬝ᵥ V.toBlocks₂₂ *ᵥ x)
    (F : (P → ℝ) → P → ℝ) (D : P ⊕ Q → ℝ) :
    IsGap V (pairAmplitude F w) D ↔
      IsGap (downfolded V w) F (fun p => D (Sum.inl p)) ∧
      (fun q => w q * D (Sum.inr q)) =
        -((kernelQ V w)⁻¹ *ᵥ (V.toBlocks₂₁ *ᵥ F fun p => D (Sum.inl p))) := by
  have hu := kernelQ_det hw hQ
  obtain ⟨φ, hφ⟩ : ∃ φ, φ = F fun p => D (Sum.inl p) := ⟨_, rfl⟩
  obtain ⟨y, hy⟩ : ∃ y : Q → ℝ, y = fun q => w q * D (Sum.inr q) := ⟨_, rfl⟩
  have hK : pairAmplitude F w D = Sum.elim φ y := by rw [hφ, hy]; rfl
  -- the two block rows of the interaction
  have rowP : ∀ p, (V *ᵥ Sum.elim φ y) (Sum.inl p)
      = (V.toBlocks₁₁ *ᵥ φ) p + (V.toBlocks₁₂ *ᵥ y) p := by
    intro p
    simp [mulVec, dotProduct, toBlocks₁₁, toBlocks₁₂]
  have rowQ : ∀ q, (V *ᵥ Sum.elim φ y) (Sum.inr q)
      = (V.toBlocks₂₁ *ᵥ φ) q + (V.toBlocks₂₂ *ᵥ y) q := by
    intro q
    simp [mulVec, dotProduct, toBlocks₂₁, toBlocks₂₂]
  have hM : ∀ q, (kernelQ V w *ᵥ y) q = D (Sum.inr q) + (V.toBlocks₂₂ *ᵥ y) q := by
    intro q
    have h1 : (w q)⁻¹ * y q = D (Sum.inr q) := by
      rw [hy]
      exact inv_mul_cancel_left₀ (hw q).ne' _
    rw [kernelQ, add_mulVec, Pi.add_apply, mulVec_diagonal, h1]
  have hU : downfolded V w *ᵥ φ = V.toBlocks₁₁ *ᵥ φ
      + V.toBlocks₁₂ *ᵥ (-((kernelQ V w)⁻¹ *ᵥ (V.toBlocks₂₁ *ᵥ φ))) := by
    rw [downfolded, sub_mulVec, mulVec_neg, ← sub_eq_add_neg]
    simp only [mulVec_mulVec, Matrix.mul_assoc]
  unfold IsGap
  rw [hK, ← hφ, ← hy]
  constructor
  · intro h
    have h3 : kernelQ V w *ᵥ y = -(V.toBlocks₂₁ *ᵥ φ) := by
      funext q
      have := congrFun h (Sum.inr q)
      rw [hM q]
      simp only [Pi.neg_apply, rowQ] at this ⊢
      linarith
    -- solve the high-energy rows for the amplitude
    have h2 : y = -((kernelQ V w)⁻¹ *ᵥ (V.toBlocks₂₁ *ᵥ φ)) := by
      rw [← mulVec_neg, ← h3, mulVec_mulVec, nonsing_inv_mul _ hu, one_mulVec]
    refine ⟨?_, h2⟩
    rw [hU, ← h2]
    funext p
    have := congrFun h (Sum.inl p)
    simp only [Pi.neg_apply, Pi.add_apply, rowP] at this ⊢
    linarith
  · rintro ⟨h1, h2⟩
    have h3 : kernelQ V w *ᵥ y = -(V.toBlocks₂₁ *ᵥ φ) := by
      rw [h2, mulVec_neg, mulVec_mulVec, mul_nonsing_inv _ hu, one_mulVec]
    rw [hU, ← h2] at h1
    funext i
    rcases i with p | q
    · have := congrFun h1 p
      simp only [Pi.neg_apply, Pi.add_apply, rowP] at this ⊢
      linarith
    · have := congrFun h3 q
      rw [hM q] at this
      simp only [Pi.neg_apply, rowQ] at this ⊢
      linarith
```

`Set.BijOn` requires three things: that restriction sends solutions to solutions, that it is injective on them, and that it reaches every reduced solution. The first two are read off from `gap_iff`, and the third rebuilds \(e=W_Q^{-1}y\). The theorem compares solution sets and does not say that a nonzero gap exists.

```lean
/-- For positive high-energy weights and a nonnegative quadratic form of `V_QQ`, restriction to
`P` is a bijection from the solutions of the full gap equation to those of the downfolded one,
for any dependence `F` of the low-energy amplitude on the low-energy gap. -/
theorem downfolding_bijOn [Fintype P] (hw : ∀ q, 0 < w q)
    (hQ : ∀ x : Q → ℝ, 0 ≤ x ⬝ᵥ V.toBlocks₂₂ *ᵥ x) (F : (P → ℝ) → P → ℝ) :
    Set.BijOn (fun (D : P ⊕ Q → ℝ) p => D (Sum.inl p))
      {D | IsGap V (pairAmplitude F w) D} {d | IsGap (downfolded V w) F d} := by
  refine ⟨fun D hD => ((gap_iff hw hQ F D).1 hD).1, ?_, ?_⟩
  · intro D hD D' hD' h
    have h' : (fun p => D (Sum.inl p)) = fun p => D' (Sum.inl p) := h
    have e1 := ((gap_iff hw hQ F D).1 hD).2
    have e2 := ((gap_iff hw hQ F D').1 hD').2
    rw [h'] at e1
    funext i
    rcases i with p | q
    · exact congrFun h' p
    · exact mul_left_cancel₀ (hw q).ne' (congrFun (e1.trans e2.symm) q)
  · intro d hd
    -- rebuild the high-energy gap from the low-energy one
    refine ⟨Sum.elim d (fun q => (w q)⁻¹ *
      (-((kernelQ V w)⁻¹ *ᵥ (V.toBlocks₂₁ *ᵥ F d))) q), (gap_iff hw hQ F _).2 ⟨hd, ?_⟩, rfl⟩
    funext q
    exact mul_inv_cancel_left₀ (hw q).ne' _
```

For the linear equation only the weights on \(Q\) must be positive; those on \(P\) may have any sign.

```lean
/-- The linear gap equation `D = -V W D` with diagonal `W`: if `W` is positive on `Q` and `V_QQ`
has a nonnegative quadratic form, restriction to `P` maps its solutions bijectively to those of
`d = -U W_P d`. -/
theorem linear_downfolding_bijOn [Fintype P] (W : P ⊕ Q → ℝ) (hW : ∀ q, 0 < W (Sum.inr q))
    (hQ : ∀ x : Q → ℝ, 0 ≤ x ⬝ᵥ V.toBlocks₂₂ *ᵥ x) :
    Set.BijOn (fun (D : P ⊕ Q → ℝ) p => D (Sum.inl p))
      {D | IsGap V (fun D i => W i * D i) D}
      {d | IsGap (downfolded V fun q => W (Sum.inr q)) (fun d p => W (Sum.inl p) * d p) d} := by
  have hK : pairAmplitude (fun (d : P → ℝ) p => W (Sum.inl p) * d p) (fun q => W (Sum.inr q))
      = fun D i => W i * D i := by
    funext D i
    cases i <;> rfl
  have h := downfolding_bijOn (V := V) hW hQ (fun d p => W (Sum.inl p) * d p)
  rw [hK] at h
  exact h
```

## Screening as a positive semidefinite difference

None of the Lean theorems above assumes that \(V\) is symmetric; the next two do. `screening_form` is the identity \(x^{T}(V_{PP}-U)x=z^{T}Mz\), where `hR` supplies \(Mz=V_{QP}x\).

```lean
/-- For symmetric `V`, positive weights and a nonnegative quadratic form of `V_QQ`, the form of
`V_PP - U` at `x` is that of the high-energy kernel at `(W_Q⁻¹ + V_QQ)⁻¹ V_QP x`. -/
theorem screening_form [Fintype P] (hV : V.IsSymm) (hw : ∀ q, 0 < w q)
    (hQ : ∀ x : Q → ℝ, 0 ≤ x ⬝ᵥ V.toBlocks₂₂ *ᵥ x) (x : P → ℝ) :
    x ⬝ᵥ (V.toBlocks₁₁ - downfolded V w) *ᵥ x =
      ((kernelQ V w)⁻¹ *ᵥ (V.toBlocks₂₁ *ᵥ x)) ⬝ᵥ
        kernelQ V w *ᵥ ((kernelQ V w)⁻¹ *ᵥ (V.toBlocks₂₁ *ᵥ x)) := by
  have h12 : V.toBlocks₁₂ = V.toBlocks₂₁ᵀ := by
    ext p q
    exact hV.apply _ _
  have hR : kernelQ V w *ᵥ ((kernelQ V w)⁻¹ *ᵥ (V.toBlocks₂₁ *ᵥ x)) = V.toBlocks₂₁ *ᵥ x := by
    rw [mulVec_mulVec, mul_nonsing_inv _ (kernelQ_det hw hQ), one_mulVec]
  rw [hR, downfolded, sub_sub_cancel, h12, ← mulVec_mulVec, ← mulVec_mulVec,
    Matrix.dotProduct_mulVec, vecMul_transpose, dotProduct_comm]
```

Mathlib's `PosSemidef` includes symmetry of the matrix, so the proof first transposes \(V_{PQ}M^{-1}V_{QP}\). It then applies the identity, treating \(z=0\) separately because `kernelQ_pos` needs a nonzero vector.

```lean
/-- For symmetric `V`, positive weights and a nonnegative quadratic form of `V_QQ`, the matrix
`V_PP - U` is positive semidefinite. -/
theorem screening_posSemidef [Fintype P] (hV : V.IsSymm) (hw : ∀ q, 0 < w q)
    (hQ : ∀ x : Q → ℝ, 0 ≤ x ⬝ᵥ V.toBlocks₂₂ *ᵥ x) :
    (V.toBlocks₁₁ - downfolded V w).PosSemidef := by
  have h12 : V.toBlocks₁₂ = V.toBlocks₂₁ᵀ := by
    ext p q
    exact hV.apply _ _
  have h22 : V.toBlocks₂₂ᵀ = V.toBlocks₂₂ := by
    ext p q
    exact hV.apply _ _
  have hM : (kernelQ V w)ᵀ = kernelQ V w := by
    rw [kernelQ, transpose_add, diagonal_transpose, h22]
  refine PosSemidef.of_dotProduct_mulVec_nonneg ?_ fun x => ?_
  · rw [Matrix.IsHermitian, conjTranspose_eq_transpose_of_trivial, downfolded, sub_sub_cancel,
      h12, transpose_mul, transpose_mul, transpose_transpose, transpose_nonsing_inv, hM,
      Matrix.mul_assoc]
  · rw [star_trivial, screening_form hV hw hQ]
    rcases eq_or_ne ((kernelQ V w)⁻¹ *ᵥ (V.toBlocks₂₁ *ᵥ x)) 0 with h | h
    · rw [h, zero_dotProduct]
    · exact (kernelQ_pos hw hQ h).le
```

## The Coulomb pseudopotential as a finite sum

`twoWell μ g` is the constant repulsion with extra attraction inside \(P\). The number `g` stands for the phonon-mediated attraction, modelled as static and restricted to the low-energy shell.

```lean
/-- A constant repulsion `μ` between all pair states, with an additional attraction `g` acting
only within `P`. -/
def twoWell (μ g : ℝ) : Matrix (P ⊕ Q) (P ⊕ Q) ℝ :=
  fromBlocks (of fun _ _ => μ - g) (of fun _ _ => μ) (of fun _ _ => μ) (of fun _ _ => μ)
```

In the matrix element below, \(\mu/(1+\mu\sum_q w_q)\) is the Coulomb pseudopotential and \(-g\) is the phonon part. The theorem keeps the sum \(\sum_q w_q\); the logarithm of the usual pseudopotential formula arises for the low-temperature weights \(w_q=1/(2|\xi_q|)\), with \(\xi_q\) the energy measured from the Fermi level, when the sum is replaced by an integral over a flat density of states. The dimensionless \(\mu\) of that formula is the matrix element used here times this density. In the proof, `h` verifies the trial solution \(z\), `hsol` inverts the kernel on it, and `hval` writes the element of \(U\) as \(\mu-g-\mu\sum_q z_q\).

```lean
/-- Coulomb pseudopotential: for `μ ≥ 0` and positive weights, every matrix element of the
downfolded two-well interaction is `μ / (1 + μ ∑ w) - g`. -/
theorem coulomb_pseudopotential {μ : ℝ} (hμ : 0 ≤ μ) (g : ℝ) (hw : ∀ q, 0 < w q) (p p' : P) :
    downfolded (twoWell μ g) w p p' = μ / (1 + μ * ∑ q, w q) - g := by
  have h22 : ∀ (v : Q → ℝ) q,
      ((twoWell (P := P) (Q := Q) μ g).toBlocks₂₂ *ᵥ v) q = μ * ∑ i, v i := by
    intro v q
    simp [twoWell, mulVec, dotProduct, Finset.mul_sum]
  have hQ : ∀ x : Q → ℝ, 0 ≤ x ⬝ᵥ (twoWell (P := P) (Q := Q) μ g).toBlocks₂₂ *ᵥ x := by
    intro x
    have : x ⬝ᵥ (twoWell (P := P) (Q := Q) μ g).toBlocks₂₂ *ᵥ x = μ * (∑ i, x i) ^ 2 := by
      simp only [dotProduct, h22, ← Finset.sum_mul]
      ring
    rw [this]
    positivity
  have hu := kernelQ_det hw hQ
  have hS : 0 ≤ ∑ q, w q := Finset.sum_nonneg fun q _ => (hw q).le
  have hN : (1 + μ * ∑ q, w q) * (1 + μ * ∑ q, w q)⁻¹ = 1 :=
    mul_inv_cancel₀ (by positivity)
  -- the high-energy amplitude induced by a constant source
  have h : kernelQ (twoWell (P := P) μ g) w *ᵥ (fun q => μ * w q / (1 + μ * ∑ q, w q))
      = fun _ => μ := by
    funext q
    have hc : (w q)⁻¹ * w q = 1 := inv_mul_cancel₀ (hw q).ne'
    rw [kernelQ, add_mulVec, Pi.add_apply, mulVec_diagonal, h22, ← Finset.sum_div,
      ← Finset.mul_sum]
    linear_combination (μ * (1 + μ * ∑ q, w q)⁻¹) * hc + μ * hN
  have hsol : (kernelQ (twoWell (P := P) μ g) w)⁻¹ *ᵥ (fun _ => μ)
      = fun q => μ * w q / (1 + μ * ∑ q, w q) := by
    rw [← h, mulVec_mulVec, nonsing_inv_mul _ hu, one_mulVec]
  have hval : downfolded (twoWell μ g) w p p' = (μ - g)
      - μ * ∑ q, ((kernelQ (twoWell (P := P) μ g) w)⁻¹ *ᵥ (fun _ => μ)) q := by
    rw [downfolded, Matrix.mul_assoc]
    generalize (kernelQ (twoWell (P := P) μ g) w)⁻¹ = R
    simp [twoWell, Matrix.mul_apply, mulVec, dotProduct, Finset.mul_sum]
  rw [hval, hsol]
  simp only [← Finset.sum_div, ← Finset.mul_sum]
  linear_combination (-μ) * hN

end

end DownfoldedPairing
```

```lean
#print axioms DownfoldedPairing.gap_iff
#print axioms DownfoldedPairing.linear_downfolding_bijOn
#print axioms DownfoldedPairing.screening_posSemidef
#print axioms DownfoldedPairing.coulomb_pseudopotential
```

```
'DownfoldedPairing.gap_iff' depends on axioms: [propext, Classical.choice, Quot.sound]
'DownfoldedPairing.linear_downfolding_bijOn' depends on axioms: [propext, Classical.choice, Quot.sound]
'DownfoldedPairing.screening_posSemidef' depends on axioms: [propext, Classical.choice, Quot.sound]
'DownfoldedPairing.coulomb_pseudopotential' depends on axioms: [propext, Classical.choice, Quot.sound]
```
